# For invertible overlap FᵀΦ̃, the PAW operator with projectors F(FᵀΦ̃)⁻ᵀ is the only linear operator that takes Φ̃ to Φ and fixes all vectors orthogonal to the columns of F

In the projector augmented-wave (PAW) method, an operator turns smooth waves into all-electron waves. Here the n smooth waves Φ̃, the n all-electron waves Φ and the n functions F are columns of real matrices over a finite index set, with no normalisation assumed, and the overlap B = FᵀΦ̃ is invertible. The theorem says that a matrix T equals 1 + (Φ − Φ̃)B⁻¹Fᵀ exactly when TΦ̃ = Φ and Tx = x for every vector x with Fᵀx = 0. The attempt checks the two properties by direct calculation; for the converse it notes that the columns of 1 − Φ̃B⁻¹Fᵀ are orthogonal to those of F, so T must fix them, and then solves for T.

The first attempt, which Lean rejects:

```lean
import Mathlib

open Matrix

namespace PAWProjectors

noncomputable section

variable {G : Type*} [Fintype G] [DecidableEq G] {n : ℕ}

/-- The PAW operator `1 + (Φ - Φ̃) Pᵀ` for all-electron waves `Φ`, smooth waves `Φt` and
projectors `P`. -/
def pawOperator (Φ Φt P : Matrix G (Fin n) ℝ) : Matrix G G ℝ := 1 + (Φ - Φt) * Pᵀ

/-- The projectors `F B⁻ᵀ` obtained by inverting the whole overlap `B = Fᵀ Φ̃` at once. -/
def directProjectors (F Φt : Matrix G (Fin n) ℝ) : Matrix G (Fin n) ℝ :=
  F * ((Fᵀ * Φt)⁻¹)ᵀ

/-- For invertible overlap, the PAW operator with direct projectors is the only operator that maps
the smooth waves to the all-electron waves and fixes every vector orthogonal to all columns
of `F`. -/
theorem eq_pawOperator_iff (F Φ Φt : Matrix G (Fin n) ℝ) (h : IsUnit (Fᵀ * Φt).det)
    (T : Matrix G G ℝ) :
    T = pawOperator Φ Φt (directProjectors F Φt) ↔
      T * Φt = Φ ∧ ∀ x : G → ℝ, Fᵀ *ᵥ x = 0 → T *ᵥ x = x := by
  have hP : (directProjectors F Φt)ᵀ = (Fᵀ * Φt)⁻¹ * Fᵀ := by
    simp only [directProjectors, Matrix.transpose_mul, Matrix.transpose_transpose]
  unfold pawOperator
  rw [hP]
  constructor
  · rintro rfl
    constructor
    · rw [Matrix.add_mul, Matrix.one_mul, Matrix.mul_assoc, Matrix.mul_assoc,
        Matrix.nonsing_inv_mul _ h, Matrix.mul_one]
      abel
    · intro x hx
      rw [Matrix.add_mulVec, Matrix.one_mulVec, ← Matrix.mulVec_mulVec,
        ← Matrix.mulVec_mulVec, hx, Matrix.mulVec_zero, Matrix.mulVec_zero, add_zero]
  · rintro ⟨h1, h2⟩
    -- the remainder after removing the smooth expansion is orthogonal to F
    have hF : Fᵀ * (1 - Φt * ((Fᵀ * Φt)⁻¹ * Fᵀ)) = 0 := by
      rw [Matrix.mul_sub, Matrix.mul_one, ← Matrix.mul_assoc, ← Matrix.mul_assoc,
        Matrix.mul_nonsing_inv _ h, Matrix.one_mul, sub_self]
    have hT : T * (1 - Φt * ((Fᵀ * Φt)⁻¹ * Fᵀ)) = 1 - Φt * ((Fᵀ * Φt)⁻¹ * Fᵀ) := by
      ext g g'
      exact congrFun (h2 (fun i => (1 - Φt * ((Fᵀ * Φt)⁻¹ * Fᵀ)) i g')
        (funext fun a => congrFun (congrFun hF a) g')) g
    rw [Matrix.mul_sub, Matrix.mul_one, ← Matrix.mul_assoc, h1] at hT
    rw [Matrix.sub_mul, sub_eq_iff_eq_add.1 hT]
    abel

end

end PAWProjectors
```

Messages:

```
Main.lean:47:25: error: Type mismatch
  congrFun (congrFun hF a) g'
has type
  (Fᵀ * (1 - Φt * ((Fᵀ * Φt)⁻¹ * Fᵀ))) a g' = 0 a g'
but is expected to have type
  (Fᵀ *ᵥ fun i => ?m.397) a = 0 a
Main.lean:46:35: error: Function expected at
  1 - Φt * ((Fᵀ * Φt)⁻¹ * Fᵀ)
but this term has type
  ?m.436

Note: Expected a function because this term is being applied to the argument
  i
```

Both errors come from the proof of `hT`, where a column of the remainder is written as `fun i => (1 - Φt * ((Fᵀ * Φt)⁻¹ * Fᵀ)) i g'`. To apply the bracket to `i`, Lean must already know that it is a matrix, hence a function. The product after the minus sign does have a known matrix type, but nothing has yet fixed the type of the numeral `1`. The type of the difference is therefore still the unknown `?m.436`, and Lean reports "Function expected".

The type mismatch has the same root. The body of the column is still the hole `?m.397`, so Lean cannot match the entry of the matrix product given by `hF` with the entry of `Fᵀ *ᵥ fun i => ?m.397`.

The repair proves the step as `hcol` for any `R : Matrix G G ℝ`. Now `R i g'` is plainly an entry of a matrix, and the two forms of the column equation agree by definition. `hcol _ hF` then gives the old `hT`, with `R` read off from `hF`, where the type of `1` is already settled. The separate `hx` merely spells out the column equation before it is used.

The mended proof, as a diff:

```diff
@@ -42,8 +42,11 @@
       rw [Matrix.mul_sub, Matrix.mul_one, ← Matrix.mul_assoc, ← Matrix.mul_assoc,
         Matrix.mul_nonsing_inv _ h, Matrix.one_mul, sub_self]
-    have hT : T * (1 - Φt * ((Fᵀ * Φt)⁻¹ * Fᵀ)) = 1 - Φt * ((Fᵀ * Φt)⁻¹ * Fᵀ) := by
+    have hcol : ∀ R : Matrix G G ℝ, Fᵀ * R = 0 → T * R = R := by
+      intro R hR
       ext g g'
-      exact congrFun (h2 (fun i => (1 - Φt * ((Fᵀ * Φt)⁻¹ * Fᵀ)) i g')
-        (funext fun a => congrFun (congrFun hF a) g')) g
+      have hx : Fᵀ *ᵥ (fun i => R i g') = 0 :=
+        funext fun a => congrFun (congrFun hR a) g'
+      exact congrFun (h2 (fun i => R i g') hx) g
+    have hT := hcol _ hF
     rw [Matrix.mul_sub, Matrix.mul_one, ← Matrix.mul_assoc, h1] at hT
     rw [Matrix.sub_mul, sub_eq_iff_eq_add.1 hT]
```
